# Band slope and Sternheimer equation for a differentiable ultrasoft band

Let H(q)u(q) = e(q)S(q)u(q) and ⟨u(q),S(q)u(q)⟩ = 1 for all real q near k, where H and S are finite complex matrices, Hermitian at k, and H, S, e and u are differentiable at k with e real. Then

e' = ⟨u,(H' − eS')u⟩

(H − eS)u' = −(H' − eS' − e'S)u.

Primes denote derivatives at k, and unprimed quantities are taken at k.

## A k-dependent overlap

In ultrasoft and PAW methods, the smooth states u obey a generalized eigenvalue problem whose overlap matrix S can depend on the wavevector. The slope e' then acquires the term −e⟨u,S'u⟩, which is absent from the Hellmann–Feynman formula for constant S. The derivative u' enters the response of periodic insulators to electric fields; here it is treated for a single band in a finite, fixed basis along one real parameter, without self-consistent field response.

## Differentiating and projecting

The product rule applied to Hu = eSu gives

H'u + Hu' = e'Su + eS'u + eSu'.

Collecting the u' terms on the left gives the Sternheimer equation.

Now let w satisfy Hw = fSw at k, with f real. Since H and S are Hermitian,

⟨w,Hu'⟩ = ⟨Hw,u'⟩ = f⟨Sw,u'⟩ = f⟨w,Su'⟩.

The bracket of the Sternheimer equation with w is therefore

(f − e)⟨w,Su'⟩ = e'⟨w,Su⟩ − ⟨w,(H' − eS')u⟩.

For w = u and f = e, the left side vanishes and ⟨u,Su⟩ = 1, which gives the slope.

For f ≠ e, evaluating ⟨w,Hu⟩ in two ways gives e⟨w,Su⟩ = f⟨w,Su⟩, so ⟨w,Su⟩ = 0 and

⟨w,Su'⟩ = ⟨w,(H' − eS')u⟩/(e − f).

## The component along the band

The Sternheimer equation leaves a multiple of u undetermined, because (H − eS)u = 0. Differentiating the normalization gives

⟨u',Su⟩ + ⟨u,S'u⟩ + ⟨u,Su'⟩ = 0.

The first term is the complex conjugate of the last, so

2 Re⟨u,Su'⟩ = −⟨u,S'u⟩.

Suppose the level is nondegenerate, and let v solve the Sternheimer equation with ⟨u,Sv⟩ = ⟨u,Su'⟩. The difference d = v − u' satisfies Hd = eSd, so d = cu for some number c. Then 0 = ⟨u,Sd⟩ = c, and v = u'.

## The hypotheses in Lean

The structure `UltrasoftBand` collects the assumptions. The finite type `n` labels the basis functions, and `star w ⬝ᵥ (A *ᵥ v)` is ⟨w,Av⟩, conjugate-linear in w. The names `H'`, `S'`, `e'` and `u'` become derivatives through the fields `dH`, `dS`, `de` and `du`, entry by entry for matrices and vectors. The notation `∀ᶠ q in 𝓝 k` means "for all q sufficiently near k"; the eigenvalue equation and normalization are assumed there, because equality at k alone would not relate the derivatives.

The differentiable band is assumed, not constructed. S need not be positive definite, and only `sternheimer_unique` assumes nondegeneracy, through `hnd`. The slope theorem equates the real number e', viewed as complex, with the bracket, so it also shows that the bracket is real.

```lean
import Mathlib

open Matrix Filter Topology

namespace UltrasoftSternheimer

variable {n : Type*} [Fintype n]

/-- A normalized band of the generalized eigenvalue problem `H u = e S u` near `k`, with
`H` and `S` Hermitian at `k`; primed quantities are the derivatives at `k`. -/
structure UltrasoftBand (H S : ℝ → Matrix n n ℂ) (e : ℝ → ℝ) (u : ℝ → n → ℂ)
    (H' S' : Matrix n n ℂ) (e' : ℝ) (u' : n → ℂ) (k : ℝ) : Prop where
  hermH : (H k).IsHermitian
  hermS : (S k).IsHermitian
  dH : ∀ i j, HasDerivAt (fun q => H q i j) (H' i j) k
  dS : ∀ i j, HasDerivAt (fun q => S q i j) (S' i j) k
  de : HasDerivAt e e' k
  du : ∀ i, HasDerivAt (fun q => u q i) (u' i) k
  eig : ∀ᶠ q in 𝓝 k, H q *ᵥ u q = (e q : ℂ) • (S q *ᵥ u q)
  normalized : ∀ᶠ q in 𝓝 k, star (u q) ⬝ᵥ (S q *ᵥ u q) = 1

variable {H S : ℝ → Matrix n n ℂ} {e : ℝ → ℝ} {u : ℝ → n → ℂ}
  {H' S' : Matrix n n ℂ} {e' : ℝ} {u' : n → ℂ} {k : ℝ}

/-- Product rule for a differentiable matrix acting on a differentiable vector. -/
theorem hasDerivAt_mulVec {A : ℝ → Matrix n n ℂ} {A' : Matrix n n ℂ}
    (hA : ∀ i j, HasDerivAt (fun q => A q i j) (A' i j) k)
    (hu : ∀ i, HasDerivAt (fun q => u q i) (u' i) k) (i : n) :
    HasDerivAt (fun q => (A q *ᵥ u q) i) ((A' *ᵥ u k + A k *ᵥ u') i) k := by
  have h := HasDerivAt.fun_sum
    fun j (_ : j ∈ Finset.univ) => (hA i j).fun_mul (hu j)
  refine HasDerivAt.congr_deriv h ?_
  simp only [Matrix.mulVec, dotProduct, Pi.add_apply, Finset.sum_add_distrib]

/-- A Hermitian matrix may be moved from one side of a bracket to the other. -/
theorem hermitian_move {A : Matrix n n ℂ} (hA : A.IsHermitian) (w v : n → ℂ) :
    star w ⬝ᵥ (A *ᵥ v) = star (A *ᵥ w) ⬝ᵥ v := by
  rw [Matrix.star_mulVec, hA.eq, Matrix.dotProduct_mulVec]

/-- For Hermitian `A` and `B`, an eigenvector `A w = f B w` with real `f` satisfies
`⟨w, A v⟩ = f ⟨w, B v⟩` for every vector `v`. -/
theorem eigen_pairing {A B : Matrix n n ℂ} (hA : A.IsHermitian) (hB : B.IsHermitian)
    {w : n → ℂ} {f : ℝ} (hw : A *ᵥ w = (f : ℂ) • (B *ᵥ w)) (v : n → ℂ) :
    star w ⬝ᵥ (A *ᵥ v) = f * (star w ⬝ᵥ (B *ᵥ v)) := by
  rw [hermitian_move hA, hw, star_smul, smul_dotProduct, ← hermitian_move hB]
  simp only [Complex.star_def, Complex.conj_ofReal, smul_eq_mul]

/-- The ultrasoft Sternheimer equation: `(H - e S) u' = -(H' - e S' - e' S) u`
along a differentiable band. -/
theorem sternheimer (h : UltrasoftBand H S e u H' S' e' u' k) :
    (H k - (e k : ℂ) • S k) *ᵥ u' =
      -((H' - (e k : ℂ) • S' - (e' : ℂ) • S k) *ᵥ u k) := by
  ext i
  have hev : (fun q => (H q *ᵥ u q) i) =ᶠ[𝓝 k]
      fun q => (e q : ℂ) * (S q *ᵥ u q) i := by
    filter_upwards [h.eig] with q hq
    simp only [hq, Pi.smul_apply, smul_eq_mul]
  -- both sides of the eigenvalue equation have the same derivative
  have h3 := (hasDerivAt_mulVec h.dH h.du i).unique
    ((h.de.ofReal_comp.fun_mul (hasDerivAt_mulVec h.dS h.du i)).congr_of_eventuallyEq hev)
  simp only [Matrix.sub_mulVec, Matrix.smul_mulVec, Pi.sub_apply, Pi.neg_apply,
    Pi.smul_apply, Pi.add_apply, smul_eq_mul] at h3 ⊢
  linear_combination h3

/-- The Sternheimer equation projected on any eigenvector `w` of the same problem at `k`,
with real energy `f`. -/
theorem projected_sternheimer (h : UltrasoftBand H S e u H' S' e' u' k)
    {w : n → ℂ} {f : ℝ} (hw : H k *ᵥ w = (f : ℂ) • (S k *ᵥ w)) :
    ((f : ℂ) - e k) * (star w ⬝ᵥ (S k *ᵥ u')) =
      e' * (star w ⬝ᵥ (S k *ᵥ u k)) -
        star w ⬝ᵥ ((H' - (e k : ℂ) • S') *ᵥ u k) := by
  have h1 := congrArg (fun v => star w ⬝ᵥ v) (sternheimer h)
  have hH := eigen_pairing h.hermH h.hermS hw u'
  simp only [Matrix.sub_mulVec, Matrix.smul_mulVec, dotProduct_sub, dotProduct_neg,
    dotProduct_smul, smul_eq_mul] at h1 ⊢
  linear_combination h1 - hH

/-- The slope of a normalized ultrasoft band is `e' = ⟨u, (H' - e S') u⟩`. -/
theorem band_slope (h : UltrasoftBand H S e u H' S' e' u' k) :
    (e' : ℂ) = star (u k) ⬝ᵥ ((H' - (e k : ℂ) • S') *ᵥ u k) := by
  have h1 := projected_sternheimer h h.eig.self_of_nhds
  have hn : star (u k) ⬝ᵥ (S k *ᵥ u k) = 1 := h.normalized.self_of_nhds
  rw [hn] at h1
  linear_combination -h1

/-- The response `u'` has the `S`-overlap `⟨w, (H' - e S') u⟩ / (e - f)` with an eigenvector `w` of
real energy `f ≠ e`. -/
theorem response_coefficient (h : UltrasoftBand H S e u H' S' e' u' k)
    {w : n → ℂ} {f : ℝ} (hw : H k *ᵥ w = (f : ℂ) • (S k *ᵥ w)) (hf : f ≠ e k) :
    star w ⬝ᵥ (S k *ᵥ u') =
      (star w ⬝ᵥ ((H' - (e k : ℂ) • S') *ᵥ u k)) / ((e k : ℂ) - f) := by
  have hfe : (e k : ℂ) - f ≠ 0 := sub_ne_zero.mpr (by exact_mod_cast hf.symm)
  have hp := eigen_pairing h.hermH h.hermS hw (u k)
  rw [h.eig.self_of_nhds, dotProduct_smul, smul_eq_mul] at hp
  -- eigenvectors of different energy are S-orthogonal
  have h0 : star w ⬝ᵥ (S k *ᵥ u k) = 0 := by
    have hz : ((e k : ℂ) - f) * (star w ⬝ᵥ (S k *ᵥ u k)) = 0 := by
      linear_combination hp
    exact (mul_eq_zero.mp hz).resolve_left hfe
  have h1 := projected_sternheimer h hw
  rw [h0] at h1
  rw [eq_div_iff hfe]
  linear_combination -h1

/-- Normalization fixes the real part of the response along the band itself:
`2 Re ⟨u, S u'⟩ = -⟨u, S' u⟩`. -/
theorem parallel_response (h : UltrasoftBand H S e u H' S' e' u' k) :
    ((2 * (star (u k) ⬝ᵥ (S k *ᵥ u')).re : ℝ) : ℂ) =
      -(star (u k) ⬝ᵥ (S' *ᵥ u k)) := by
  have hd : HasDerivAt (fun q => star (u q) ⬝ᵥ (S q *ᵥ u q))
      (star u' ⬝ᵥ (S k *ᵥ u k) + star (u k) ⬝ᵥ (S' *ᵥ u k + S k *ᵥ u')) k := by
    have hs := HasDerivAt.fun_sum fun i (_ : i ∈ Finset.univ) =>
      (h.du i).star.fun_mul (hasDerivAt_mulVec h.dS h.du i)
    refine HasDerivAt.congr_deriv hs ?_
    simp only [dotProduct, Pi.star_apply, Finset.sum_add_distrib]
  have h0 := hd.unique
    ((hasDerivAt_const k (1 : ℂ)).congr_of_eventuallyEq h.normalized)
  have hflip : star u' ⬝ᵥ (S k *ᵥ u k) =
      starRingEnd ℂ (star (u k) ⬝ᵥ (S k *ᵥ u')) := by
    rw [hermitian_move h.hermS u' (u k)]
    exact Matrix.star_dotProduct _ _
  rw [hflip, dotProduct_add] at h0
  rw [← Complex.add_conj]
  linear_combination h0

/-- For a nondegenerate level, a solution `v` of the Sternheimer equation with the same
overlap `⟨u, S v⟩ = ⟨u, S u'⟩` is the response `u'`. -/
theorem sternheimer_unique (h : UltrasoftBand H S e u H' S' e' u' k)
    (hnd : ∀ v, H k *ᵥ v = (e k : ℂ) • (S k *ᵥ v) → ∃ c : ℂ, v = c • u k)
    {v : n → ℂ}
    (hv : (H k - (e k : ℂ) • S k) *ᵥ v =
      -((H' - (e k : ℂ) • S' - (e' : ℂ) • S k) *ᵥ u k))
    (hp : star (u k) ⬝ᵥ (S k *ᵥ v) = star (u k) ⬝ᵥ (S k *ᵥ u')) : v = u' := by
  -- the difference of two solutions is again an eigenvector
  have hz : H k *ᵥ (v - u') = (e k : ℂ) • (S k *ᵥ (v - u')) := by
    have h1 := hv.trans (sternheimer h).symm
    simp only [Matrix.sub_mulVec, Matrix.smul_mulVec] at h1
    simp only [Matrix.mulVec_sub]
    linear_combination (norm := module) h1
  obtain ⟨c, hc⟩ := hnd _ hz
  have hn : star (u k) ⬝ᵥ (S k *ᵥ u k) = 1 := h.normalized.self_of_nhds
  have h2 : star (u k) ⬝ᵥ (S k *ᵥ (v - u')) = 0 := by
    rw [Matrix.mulVec_sub, dotProduct_sub, hp, sub_self]
  rw [hc, Matrix.mulVec_smul, dotProduct_smul, hn, smul_eq_mul, mul_one] at h2
  rw [h2, zero_smul] at hc
  exact sub_eq_zero.mp hc

/-- An explicit two-orbital band with energy `e(q) = q` and vector `u(q) = (1, q)`,
whose Hamiltonian and overlap matrix both depend on `q`. -/
theorem ultrasoftBand_witness (k : ℝ) :
    UltrasoftBand (fun q : ℝ => !![(q : ℂ) + (q : ℂ) ^ 2, -(q : ℂ); -(q : ℂ), 1])
      (fun q : ℝ => !![1 + (q : ℂ) ^ 2, -(q : ℂ); -(q : ℂ), 1])
      (fun q => q) (fun q : ℝ => ![1, (q : ℂ)])
      !![1 + 2 * (k : ℂ), -1; -1, 0] !![2 * (k : ℂ), -1; -1, 0] 1 ![0, 1] k := by
  have h1 : HasDerivAt (fun q : ℝ => (q : ℂ)) 1 k :=
    HasDerivAt.congr_deriv (hasDerivAt_id' k).ofReal_comp Complex.ofReal_one
  have h2 : HasDerivAt (fun q : ℝ => (q : ℂ) ^ 2) (2 * (k : ℂ)) k := by
    simp only [pow_two]
    exact (h1.fun_mul h1).congr_deriv (by ring)
  have hc : HasDerivAt (fun _ : ℝ => (1 : ℂ)) 0 k := hasDerivAt_const k 1
  refine ⟨?_, ?_, ?_, ?_, hasDerivAt_id' k, ?_, ?_, ?_⟩
  · refine Matrix.IsHermitian.ext fun i j => ?_
    fin_cases i <;> fin_cases j <;> simp
  · refine Matrix.IsHermitian.ext fun i j => ?_
    fin_cases i <;> fin_cases j <;> simp
  · intro i j
    fin_cases i <;> fin_cases j
    · exact h1.fun_add h2
    · exact h1.fun_neg
    · exact h1.fun_neg
    · exact hc
  · intro i j
    fin_cases i <;> fin_cases j
    · exact (hc.fun_add h2).congr_deriv (zero_add _)
    · exact h1.fun_neg
    · exact h1.fun_neg
    · exact hc
  · intro i
    fin_cases i
    · exact hc
    · exact h1
  · refine Eventually.of_forall fun q => ?_
    ext i
    fin_cases i <;> simp [Matrix.mulVec, dotProduct, Fin.sum_univ_succ]
    ring
  · refine Eventually.of_forall fun q => ?_
    simp [Matrix.mulVec, dotProduct, Fin.sum_univ_succ]
    ring

end UltrasoftSternheimer
```

```lean
#print axioms UltrasoftSternheimer.band_slope
#print axioms UltrasoftSternheimer.response_coefficient
#print axioms UltrasoftSternheimer.parallel_response
#print axioms UltrasoftSternheimer.sternheimer_unique
```

```
'UltrasoftSternheimer.band_slope' depends on axioms: [propext, Classical.choice, Quot.sound]
'UltrasoftSternheimer.response_coefficient' depends on axioms: [propext, Classical.choice, Quot.sound]
'UltrasoftSternheimer.parallel_response' depends on axioms: [propext, Classical.choice, Quot.sound]
'UltrasoftSternheimer.sternheimer_unique' depends on axioms: [propext, Classical.choice, Quot.sound]
```

## From the product rule to the response

`hasDerivAt_mulVec` sums the scalar product rule over a matrix row. In `sternheimer`, the two sides of the eigenvalue equation agree near k, so uniqueness of the derivative equates their derivatives; `linear_combination` then rearranges the terms.

`hermitian_move` shifts a Hermitian matrix across the bracket, and `eigen_pairing` uses it to replace ⟨w,Hu'⟩ by f⟨w,Su'⟩. This gives `projected_sternheimer`. `band_slope` sets w = u, while `response_coefficient` first proves S-orthogonality and then divides by the nonzero e − f.

`parallel_response` differentiates the normalization, whose derivative must equal that of the constant 1; `hflip` identifies the conjugate pair. `sternheimer_unique` follows the argument with d, written there as `v - u'`.

Finally, `ultrasoftBand_witness` checks every field of `UltrasoftBand` at each real k for a two-orbital band with e(q) = q and u(q) = (1, q). It does not check the separate hypothesis `hnd`, which holds for this band except at k = 1, where H = S. Here Su = (1, 0) and Hu = (q, 0), so the vector is already normalized with respect to S, although its ordinary squared length is 1 + q².
